# An accelerated frame adds a uniform inertial force to the one-dimensional Schrödinger equation

**Q:** If I slide a free wave packet along a path ξ(t) by writing ψ(x − ξ(t), t), the density moves as I want, but the result generally no longer solves a Schrödinger equation with a real potential. The time derivative gains −ξ′ψ_x, and nothing cancels it. What repairs this?

**A:** A phase factor. Write v = ξ′ and a = ξ″, let b(t) be a real phase, and set

φ(x,t) = E ψ(x − ξ, t), with E = exp(i(m v x − b)/ħ).

Suppose ψ solves iħψ_t = −(ħ²/2m)ψ_xx + Vψ. With ψ and its derivatives taken at (x − ξ, t), two space derivatives give

φ_x = E [(i m v/ħ)ψ + ψ_x]

φ_xx = E [−(m²v²/ħ²)ψ + (2i m v/ħ)ψ_x + ψ_xx]

−(ħ²/2m)φ_xx = E [(m v²/2)ψ − iħvψ_x − (ħ²/2m)ψ_xx].

The time derivative acts on the phase, on the moving argument and on ψ itself:

iħφ_t = E [(b′ − m a x)ψ + iħψ_t − iħvψ_x].

Both expressions contain −iħvψ_x, so it drops out of their difference. The equation for ψ at the shifted point then leaves

iħφ_t = −(ħ²/2m)φ_xx + [V(x − ξ, t) − m a x + b′ − m v²/2]φ.

Choosing b′ = m v²/2 removes the last two terms. Only the shifted potential and −m a x remain, and the latter is the potential of a uniform force m a.

**Q:** Why is that force +m a? Inertial forces carry a minus sign.

**A:** The new coordinate is the old one plus ξ, so the new origin sits at −ξ in the old coordinates. It accelerates with −a, and the inertial force is −m(−a) = m a.

**Q:** Now the formal version. What does it count as a solution?

**A:** Here are the phase factor and the definition of a solution.

```lean
import Mathlib

open Complex

namespace AcceleratedFrame

noncomputable section

/-- The plane-wave factor `exp(i(p x - S)/ħ)` with momentum `p` and phase `S`, for `ħ ≠ 0`. -/
def wave (ħ p S x : ℝ) : ℂ := Complex.exp (((p * x - S) / ħ : ℝ) * I)

/-- `ψ(x,t)` is a classical solution of `iħ ψ_t = -(ħ²/2m) ψ_xx + V ψ`, for `m ≠ 0`: it is
jointly differentiable, twice differentiable in `x`, and obeys the equation everywhere. -/
structure IsSolution (ħ m : ℝ) (V : ℝ → ℝ → ℝ) (ψ : ℝ → ℝ → ℂ) : Prop where
  joint : Differentiable ℝ (fun q : ℝ × ℝ => ψ q.1 q.2)
  twice : ∀ t, Differentiable ℝ (deriv fun y => ψ y t)
  equation : ∀ x t, I * ħ * deriv (fun s => ψ x s) t =
    -((ħ : ℂ) ^ 2 / (2 * m)) * deriv (deriv fun y => ψ y t) x + V x t * ψ x t
```

`wave` is E, with momentum `p` and phase `S`. `IsSolution` takes a real potential and a complex ψ, and requires the equation at every real x and t. Lean's `deriv` returns 0 where no derivative exists, so the fields `joint` and `twice` ensure that the derivatives in the equation are genuine.

**Q:** I see no normalisation.

**A:** There is none, so plane waves qualify. The setting is a single particle on the whole line with classical derivatives. It does not cover Hilbert-space evolution, weak solutions or singular potentials.

The transformation is written as follows.

```lean
/-- The wave function `exp(i(m v(t) x - b(t))/ħ) ψ(x - ξ(t), t)`, for `ħ ≠ 0`. -/
def toFrame (ħ m : ℝ) (ξ v b : ℝ → ℝ) (ψ : ℝ → ℝ → ℂ) (x t : ℝ) : ℂ :=
  wave ħ (m * v t) (b t) x * ψ (x - ξ t) t
```

The velocity `v` is a separate argument here. The theorems about solutions tie it to ξ by `HasDerivAt`, and tie the acceleration to `v` in the same way. The acceleration need not be continuous, so this asks slightly less than C².

**Q:** Where do the two derivatives from your calculation appear?

**A:** The first lemma differentiates E times a shifted function in x. Applied once it gives φ_x; applied again, to the bracket in φ_x, it gives φ_xx.

```lean
/-- Let `E(x) = exp(i(p x - S)/ħ)` with `ħ ≠ 0`, and let `f` have derivative `f'` at `x - c`. Then
`E(x) f(x - c)` has the `x`-derivative `E(x) ((ip/ħ) f(x - c) + f')`. -/
theorem hasDerivAt_wave_mul (ħ p S c x : ℝ) {f : ℝ → ℂ} {f' : ℂ}
    (hf : HasDerivAt f f' (x - c)) :
    HasDerivAt (fun y => wave ħ p S y * f (y - c))
      (wave ħ p S x * (((p / ħ : ℝ) : ℂ) * I * f (x - c) + f')) x := by
  have hθ : HasDerivAt (fun y : ℝ => (p * y - S) / ħ) (p / ħ) x :=
    ((((hasDerivAt_id' x).const_mul p).sub_const S).div_const ħ).congr_deriv (by ring)
  have hE : HasDerivAt (fun y => wave ħ p S y)
      (wave ħ p S x * (((p / ħ : ℝ) : ℂ) * I)) x := (hθ.ofReal_comp.mul_const I).cexp
  exact (hE.fun_mul (HasDerivAt.comp_sub_const x c hf)).congr_deriv (by ring)
```

The second treats the moving argument. Its `L` is the total derivative of ψ, and the path (x − ξ(s), s) has velocity (−u, 1) = (0, 1) − u(1, 0), where u = ξ′(t). By linearity this gives ψ_t − uψ_x, which is where joint differentiability is used.

```lean
/-- For a jointly differentiable `ψ` and a `ξ` differentiable at `t`, the time derivative of
`ψ(x - ξ(t), t)` is `ψ_t - ξ' ψ_x`, taken at the shifted point. -/
theorem hasDerivAt_moving {ψ : ℝ → ℝ → ℂ} {ξ : ℝ → ℝ} {u t : ℝ} (x : ℝ)
    (hψ : Differentiable ℝ (fun q : ℝ × ℝ => ψ q.1 q.2)) (hξ : HasDerivAt ξ u t) :
    HasDerivAt (fun s => ψ (x - ξ s) s)
      (deriv (fun s => ψ (x - ξ t) s) t - u * deriv (fun y => ψ y t) (x - ξ t)) t := by
  set L := fderiv ℝ (fun q : ℝ × ℝ => ψ q.1 q.2) (x - ξ t, t) with hLdef
  -- chain rule along any curve through the point
  have key : ∀ (γ : ℝ → ℝ × ℝ) (γ' : ℝ × ℝ) (s : ℝ), HasDerivAt γ γ' s →
      γ s = (x - ξ t, t) → HasDerivAt (fun r => ψ (γ r).1 (γ r).2) (L γ') s := by
    intro γ γ' s hγ h0
    have hL : HasFDerivAt (fun q : ℝ × ℝ => ψ q.1 q.2) L (γ s) := by
      rw [h0]
      exact (hψ (x - ξ t, t)).hasFDerivAt
    exact hL.comp_hasDerivAt s hγ
  have ht : deriv (fun s => ψ (x - ξ t) s) t = L (0, 1) :=
    (key (fun s => (x - ξ t, s)) (0, 1) t
      ((hasDerivAt_const t (x - ξ t)).prodMk (hasDerivAt_id' t)) rfl).deriv
  have hx : deriv (fun y => ψ y t) (x - ξ t) = L (1, 0) :=
    (key (fun y => (y, t)) (1, 0) (x - ξ t)
      ((hasDerivAt_id' (x - ξ t)).prodMk (hasDerivAt_const (x - ξ t) t)) rfl).deriv
  have hm := key (fun s => (x - ξ s, s)) (-u, 1) t
    ((hξ.const_sub x).prodMk (hasDerivAt_id' t)) rfl
  have hsplit : ((-u, 1) : ℝ × ℝ) = (0, 1) - u • (1, 0) := by ext <;> simp
  rw [ht, hx]
  exact hm.congr_deriv (by rw [hsplit, map_sub, map_smul, Complex.real_smul])
```

**Q:** And the cancellation?

**A:** That happens in `frame_change`, which keeps b arbitrary and calls its derivative `β`. The hypothesis `hW` says that W is the bracketed potential derived above.

```lean
/-- Let `ξ` be twice differentiable, `v = ξ'`, and `b` differentiable. For nonzero `ħ` and `m`, the
frame change maps solutions for the potential `V(x,t)` to solutions for the potential
`V(x - ξ, t) - m ξ'' x + b' - m ξ'²/2`. -/
theorem frame_change {ħ m : ℝ} (hħ : ħ ≠ 0) (hm : m ≠ 0) {ξ v a b β : ℝ → ℝ}
    {V W : ℝ → ℝ → ℝ} {ψ : ℝ → ℝ → ℂ}
    (hξ : ∀ t, HasDerivAt ξ (v t) t) (hv : ∀ t, HasDerivAt v (a t) t)
    (hb : ∀ t, HasDerivAt b (β t) t)
    (hW : ∀ x t, W x t = V (x - ξ t) t - m * a t * x + (β t - m * v t ^ 2 / 2))
    (h : IsSolution ħ m V ψ) : IsSolution ħ m W (toFrame ħ m ξ v b ψ) := by
  have dξ : Differentiable ℝ ξ := fun t => (hξ t).differentiableAt
  have dv : Differentiable ℝ v := fun t => (hv t).differentiableAt
  have db : Differentiable ℝ b := fun t => (hb t).differentiableAt
  have hd : ∀ t, Differentiable ℝ (fun y => ψ y t) := fun t =>
    h.joint.comp (by fun_prop : Differentiable ℝ (fun y : ℝ => (y, t)))
  -- first and second space derivatives
  have hx1 : ∀ t x, HasDerivAt (fun y => toFrame ħ m ξ v b ψ y t)
      (wave ħ (m * v t) (b t) x * (((m * v t / ħ : ℝ) : ℂ) * I * ψ (x - ξ t) t
        + deriv (fun y => ψ y t) (x - ξ t))) x := fun t x =>
    hasDerivAt_wave_mul ħ (m * v t) (b t) (ξ t) x (hd t (x - ξ t)).hasDerivAt
  have hx2 : ∀ t x, HasDerivAt (deriv fun y => toFrame ħ m ξ v b ψ y t)
      (wave ħ (m * v t) (b t) x * (((m * v t / ħ : ℝ) : ℂ) * I *
        (((m * v t / ħ : ℝ) : ℂ) * I * ψ (x - ξ t) t + deriv (fun y => ψ y t) (x - ξ t))
        + (((m * v t / ħ : ℝ) : ℂ) * I * deriv (fun y => ψ y t) (x - ξ t)
        + deriv (deriv fun y => ψ y t) (x - ξ t)))) x := by
    intro t x
    rw [funext fun y => (hx1 t y).deriv]
    exact hasDerivAt_wave_mul ħ (m * v t) (b t) (ξ t) x
      (((hd t (x - ξ t)).hasDerivAt.const_mul (((m * v t / ħ : ℝ) : ℂ) * I)).fun_add
        (h.twice t (x - ξ t)).hasDerivAt)
  refine ⟨?_, fun t x => (hx2 t x).differentiableAt, fun x t => ?_⟩
  · have h1 : Differentiable ℝ (fun q : ℝ × ℝ => (m * v q.2 * q.1 - b q.2) / ħ) := by
      fun_prop
    have h2 : Differentiable ℝ (fun q : ℝ × ℝ => (q.1 - ξ q.2, q.2)) := by fun_prop
    exact ((Complex.ofRealCLM.differentiable.comp h1).mul_const I).cexp.mul (h.joint.comp h2)
  · -- time derivative of the phase factor
    have hp : HasDerivAt (fun s => wave ħ (m * v s) (b s) x)
        (wave ħ (m * v t) (b t) x * ((((m * a t * x - β t) / ħ : ℝ) : ℂ) * I)) t :=
      (((((hv t).const_mul m).mul_const x).fun_sub (hb t)).div_const
        ħ).ofReal_comp.mul_const I |>.cexp
    have ht : HasDerivAt (fun s => toFrame ħ m ξ v b ψ x s) _ t :=
      hp.fun_mul (hasDerivAt_moving x h.joint (hξ t))
    have hφ : toFrame ħ m ξ v b ψ x t = wave ħ (m * v t) (b t) x * ψ (x - ξ t) t := rfl
    rw [ht.deriv, (hx2 t x).deriv, hφ]
    have hħ' : (ħ : ℂ) ≠ 0 := Complex.ofReal_ne_zero.mpr hħ
    have hm' : (m : ℂ) ≠ 0 := Complex.ofReal_ne_zero.mpr hm
    have hq : (ħ : ℂ) * (((m * a t * x - β t) / ħ : ℝ) : ℂ) = m * a t * x - β t := by
      push_cast
      exact mul_div_cancel₀ _ hħ'
    have hc : (ħ : ℂ) * ((m * v t / ħ : ℝ) : ℂ) = m * v t := by
      push_cast
      exact mul_div_cancel₀ _ hħ'
    have hV : (W x t : ℂ) = V (x - ξ t) t - m * a t * x + (β t - m * v t ^ 2 / 2) := by
      rw [hW]
      push_cast
      ring
    have e := h.equation (x - ξ t) t
    generalize (((m * a t * x - β t) / ħ : ℝ) : ℂ) = q at *
    generalize ((m * v t / ħ : ℝ) : ℂ) = c at *
    have hk : (ħ : ℂ) ^ 2 / (2 * m) * c = ħ * v t / 2 := by
      calc (ħ : ℂ) ^ 2 / (2 * m) * c = ħ * (ħ * c) / (2 * m) := by ring
        _ = ħ * v t / 2 := by rw [hc]; field_simp
    generalize (ħ : ℂ) ^ 2 / (2 * m) = k at *
    generalize wave ħ (m * v t) (b t) x = w at *
    -- the cross terms cancel, the rest is the new potential
    linear_combination w * e - w * ψ (x - ξ t) t * hV
      + w * ψ (x - ξ t) t * (I ^ 2 * hq + (m * a t * x - β t) * I_sq)
      + w * ψ (x - ξ t) t * (c * I ^ 2 * hk + v t / 2 * I ^ 2 * hc + m * v t ^ 2 / 2 * I_sq)
      + 2 * w * deriv (fun y => ψ y t) (x - ξ t) * I * hk
```

The proof computes φ_x and φ_xx, shows that φ is jointly differentiable, and then computes φ_t. The final `linear_combination` combines E times the equation for ψ with the formula for W and the identities for the phase derivatives. `hk`, which says (ħ²/2m)(m v/ħ) = ħv/2, makes the ψ_x terms cancel.

**Q:** Does it work backwards? Perhaps φ solves its equation while ψ is badly behaved.

**A:** It does work backwards, and ψ is then a solution in the same sense. Undo the change with −ξ, −v and phase m v ξ − b. The two exponents add to zero:

[−m v x − (m v ξ − b)] + [m v (x + ξ) − b] = 0.

```lean
/-- The frame change with `ξ`, `v`, `b` is undone by the one with `-ξ`, `-v` and phase
`m v ξ - b`. -/
theorem toFrame_inverse (ħ m : ℝ) (ξ v b : ℝ → ℝ) (ψ : ℝ → ℝ → ℂ) :
    toFrame ħ m (fun t => -ξ t) (fun t => -v t) (fun t => m * v t * ξ t - b t)
      (toFrame ħ m ξ v b ψ) = ψ := by
  funext x t
  have e1 : (m * -v t * x - (m * v t * ξ t - b t)) / ħ
      + (m * v t * (x - -ξ t) - b t) / ħ = 0 := by ring
  have e2 : x - -ξ t - ξ t = x := by ring
  simp only [toFrame, wave]
  rw [← mul_assoc, ← Complex.exp_add, ← add_mul, ← Complex.ofReal_add, e1, e2]
  simp
```

The inverse phase has derivative m a ξ + m v²/2. Its extra m a ξ cancels what remains when −m a x is evaluated at x + ξ, so V returns. Since `frame_change` also delivers differentiability, the equivalence recovers the regularity of ψ too.

```lean
/-- Covariance under accelerated frames: for nonzero `ħ`, `m`, a twice differentiable `ξ`, `v = ξ'`
and `b' = m ξ'²/2`, the transformed wave function solves the equation with potential
`V(x - ξ, t) - m ξ'' x` exactly when `ψ` solves the one with potential `V`. -/
theorem accelerated_frame {ħ m : ℝ} (hħ : ħ ≠ 0) (hm : m ≠ 0) {ξ v a b : ℝ → ℝ}
    (V : ℝ → ℝ → ℝ) (ψ : ℝ → ℝ → ℂ)
    (hξ : ∀ t, HasDerivAt ξ (v t) t) (hv : ∀ t, HasDerivAt v (a t) t)
    (hb : ∀ t, HasDerivAt b (m * v t ^ 2 / 2) t) :
    IsSolution ħ m (fun x t => V (x - ξ t) t - m * a t * x) (toFrame ħ m ξ v b ψ) ↔
      IsSolution ħ m V ψ := by
  constructor
  · intro h
    rw [← toFrame_inverse ħ m ξ v b ψ]
    refine frame_change hħ hm (fun t => (hξ t).fun_neg) (fun t => (hv t).fun_neg)
      (fun t => (((hv t).const_mul m).fun_mul (hξ t)).fun_sub (hb t)) (fun x t => ?_) h
    have e : x - -ξ t - ξ t = x := by ring
    simp only [e]
    ring
  · exact frame_change hħ hm hξ hv hb (fun x t => by ring)
```

**Q:** What is the simplest limit?

**A:** Set a = 0, with ξ = ut for constant u and b = m u²t/2. The potential becomes V(x − ut, t), and for V = 0 the free equation returns: Galilean covariance. At u = 0 the wave function is unchanged.

**Q:** And a constant force F?

**A:** Take ξ = Ft²/(2m). Then m v = Ft and b′ = F²t²/(2m), so b = F²t³/(6m) up to a constant, and the new potential is −Fx. The proof checks these derivatives and applies `frame_change`.

```lean
/-- For nonzero `ħ` and `m`, a free solution `ψ` gives the solution
`exp(i(F t x - F² t³/6m)/ħ) ψ(x - F t²/2m, t)` in the potential `-F x` of a uniform force. -/
theorem uniform_field {ħ m : ℝ} (hħ : ħ ≠ 0) (hm : m ≠ 0) (F : ℝ) {ψ : ℝ → ℝ → ℂ}
    (h : IsSolution ħ m (fun _ _ => 0) ψ) :
    IsSolution ħ m (fun x _ => -(F * x)) (fun x t =>
      wave ħ (F * t) (F ^ 2 * t ^ 3 / (6 * m)) x * ψ (x - F * t ^ 2 / (2 * m)) t) := by
  have h2 : ∀ t : ℝ, HasDerivAt (fun s : ℝ => s ^ 2) (2 * t) t := fun t => by
    simpa using hasDerivAt_pow 2 t
  have h3 : ∀ t : ℝ, HasDerivAt (fun s : ℝ => s ^ 3) (3 * t ^ 2) t := fun t => by
    simpa using hasDerivAt_pow 3 t
  have e : toFrame ħ m (fun t => F * t ^ 2 / (2 * m)) (fun t => F * t / m)
      (fun t => F ^ 2 * t ^ 3 / (6 * m)) ψ = fun x t =>
      wave ħ (F * t) (F ^ 2 * t ^ 3 / (6 * m)) x * ψ (x - F * t ^ 2 / (2 * m)) t := by
    funext x t
    have hp : m * (F * t / m) = F * t := by field_simp
    simp only [toFrame, hp]
  rw [← e]
  refine frame_change (a := fun _ => F / m) (β := fun t => m * (F * t / m) ^ 2 / 2) hħ hm
    (fun t => (((h2 t).const_mul F).div_const (2 * m)).congr_deriv (by ring))
    (fun t => (((hasDerivAt_id' t).const_mul F).div_const m).congr_deriv (by ring))
    (fun t => (((h3 t).const_mul (F ^ 2)).div_const (6 * m)).congr_deriv ?_)
    (fun x t => ?_) h
  · have hs : m * (F * t / m) ^ 2 = F ^ 2 * t ^ 2 / m := by field_simp
    rw [hs]
    ring
  · have hF : m * (F / m) = F := by field_simp
    linear_combination x * hF
```

**Q:** Show me numbers.

**A:** Take ħ = m = 1, F = 2 and the free solution ψ = 1, a plane wave of zero momentum. It is not normalisable, so it is no physical state, but it makes the arithmetic short. Then

φ = exp(i(2tx − 2t³/3)).

At x = 3, t = 1, the left side is iφ_t = −(2x − 2t²)φ = −4φ. On the right, −φ_xx/2 = 2t²φ = 2φ and the potential term is −2xφ = −6φ, which again sum to −4φ.

**Q:** Does a potential ever survive the change intact?

**A:** The harmonic one does, if ξ follows a classical trajectory, ξ″ = −ω²ξ, and b′ is the Lagrangian m v²/2 − mω²ξ²/2. The new potential is

mω²(x − ξ)²/2 + mω²ξx − mω²ξ²/2 = mω²x²/2.

```lean
/-- Let `ξ` obey the classical oscillator equation `ξ'' = -ω² ξ`, let `v = ξ'`, and let `b'` be the
Lagrangian `m ξ'²/2 - m ω² ξ²/2`. For nonzero `ħ` and `m` the frame change then maps solutions for
the potential `m ω² x²/2` to solutions for the same potential. -/
theorem oscillator_displacement {ħ m : ℝ} (hħ : ħ ≠ 0) (hm : m ≠ 0) (ω : ℝ)
    {ξ v b : ℝ → ℝ} {ψ : ℝ → ℝ → ℂ}
    (hξ : ∀ t, HasDerivAt ξ (v t) t) (hv : ∀ t, HasDerivAt v (-ω ^ 2 * ξ t) t)
    (hb : ∀ t, HasDerivAt b (m * v t ^ 2 / 2 - m * ω ^ 2 * ξ t ^ 2 / 2) t)
    (h : IsSolution ħ m (fun x _ => m * ω ^ 2 * x ^ 2 / 2) ψ) :
    IsSolution ħ m (fun x _ => m * ω ^ 2 * x ^ 2 / 2) (toFrame ħ m ξ v b ψ) :=
  frame_change hħ hm hξ hv hb (fun x t => by ring) h

end

end AcceleratedFrame
```

For one particle in a one-dimensional oscillator, this turns the ground state into a packet that follows the classical motion without changing shape. The uniform-force result likewise turns a known free solution into a reference for testing a single-particle, one-dimensional propagator.

```lean
#print axioms AcceleratedFrame.accelerated_frame
#print axioms AcceleratedFrame.uniform_field
#print axioms AcceleratedFrame.oscillator_displacement
```

```
'AcceleratedFrame.accelerated_frame' depends on axioms: [propext, Classical.choice, Quot.sound]
'AcceleratedFrame.uniform_field' depends on axioms: [propext, Classical.choice, Quot.sound]
'AcceleratedFrame.oscillator_displacement' depends on axioms: [propext, Classical.choice, Quot.sound]
```
